# The Hoffman ratio bound for hard-core particles on a regular graph

Suppose a Monte Carlo run packs particles onto a lattice on which no two neighbouring sites may both be occupied, and the filling stalls at 30 per cent. The run shows that 30 per cent can be reached. Without an upper bound it cannot show whether the lattice is full or the configuration is merely jammed. On a regular graph, one eigenvalue of the adjacency matrix supplies such a bound.

## From the lowest level to a maximum particle number

Let G be a simple graph with n ≥ 1 sites, each with exactly d neighbours. Its adjacency matrix A has A(u,v) = 1 if u and v are neighbours and 0 otherwise. Let m be the lowest eigenvalue of A. A hard-core configuration is a set S of occupied sites, no two of them neighbours; let s be the number of sites in S. The claim is

s (d − m) ≤ −n m.

For d ≥ 1 this can be divided through to bound the filling:

s/n ≤ −m/(d − m).

Read as a Hamiltonian, A describes a single particle hopping with amplitude +1, so the ground-state energy of this non-interacting quantum problem limits the packing of a classical hard-core gas on the same finite regular graph.

The derivation evaluates A − m on the density fluctuation of the configuration,

x(v) = n − s for v in S,  x(v) = −s for v not in S.

This is n times the deviation of the occupation from its mean s/n, so its entries sum to s(n − s) − (n − s)s = 0. Its squared norm is

⟨x, x⟩ = s(n − s)² + (n − s)s² = n s (n − s).

Let c(v) be the number of occupied neighbours of v. Every row of A sums to d, so

(A x)(v) = n c(v) − s d.

Two facts about c are needed. An occupied site has no occupied neighbour, so c(v) = 0 on S. Summed over all sites, c counts each particle once for each of its d neighbours, so Σ c(v) = d s. Since the entries of x sum to zero, the constant −s d drops out of the quadratic form:

⟨x, A x⟩ = n Σ x(v) c(v) = n · (−s) · d s = −n d s².

Subtracting m⟨x, x⟩ gives

⟨x, (A − m) x⟩ = −n d s² − m n s (n − s) = n s (−n m − s(d − m)).

The left side is non-negative: in an orthonormal eigenbasis of A it is a sum of terms (λ − m)|a|², where λ is an eigenvalue, a is the corresponding coefficient of x, and λ ≥ m. If s > 0, dividing by n s proves the claim. If s = 0, the claim reads m ≤ 0, which follows from the unit vector e on any one site, because ⟨e, (A − m) e⟩ = −m.

For 0 < s < n this is a variational estimate. The normalised fluctuation has energy −d s/(n − s), which cannot lie below m.

Equality holds exactly when every empty site has −m occupied neighbours. If the bound is saturated, the quadratic form vanishes at x. A positive semidefinite form vanishes only on its kernel, so (A − m)x = 0. At an empty site this says n c(v) − s d + m s = 0, hence n c(v) = s(d − m) = −n m. Conversely, if c(v) = −m on all n − s empty sites, then Σ c(v) = d s becomes −m(n − s) = d s, which rearranges to equality.

## The lattice gas in Lean

The sites form a finite type `V`.

```lean
import Mathlib

open Matrix

namespace HoffmanRatioBound

noncomputable section

variable {V : Type*} [Fintype V] [DecidableEq V]
```

A configuration is a finite set of sites. The definition below also compares a site with itself, which is harmless because a `SimpleGraph` has no loops.

```lean
/-- A hard-core configuration: no two occupied sites are nearest neighbours. -/
def IsHardCore (G : SimpleGraph V) (S : Finset V) : Prop :=
  ∀ u ∈ S, ∀ v ∈ S, ¬ G.Adj u v
```

The lowest level is the least element of the set of real numbers that have a nonzero eigenvector. If `V` were empty there would be no such vector, so assuming `IsLowestLevel` already guarantees at least one site. The value `m` enters the theorems through this assumption; the file does not compute it for any lattice.

```lean
/-- The number `m` is the lowest eigenvalue of the real matrix `A`. -/
def IsLowestLevel (A : Matrix V V ℝ) (m : ℝ) : Prop :=
  IsLeast {μ : ℝ | ∃ x : V → ℝ, x ≠ 0 ∧ A *ᵥ x = μ • x} m
```

The function `contacts` is c(v), a natural number that is converted to a real where necessary.

```lean
variable (G : SimpleGraph V) [DecidableRel G.Adj]

/-- The number of occupied neighbours of the site `v`. -/
def contacts (S : Finset V) (v : V) : ℕ := (S.filter fun u => G.Adj v u).card
```

The function `fluctuation` is x, unnormalised as in the derivation.

```lean
/-- The density fluctuation of a configuration, scaled by the number of sites. -/
def fluctuation (S : Finset V) (v : V) : ℝ :=
  (Fintype.card V : ℝ) * (if v ∈ S then 1 else 0) - (S.card : ℝ)
```

## Positivity from the spectral theorem

The first lemma states that A − m is positive semidefinite for any real symmetric A with lowest level m.

```lean
variable {G} {d : ℕ} {m : ℝ} {S : Finset V}

/-- Subtracting its lowest eigenvalue from a symmetric matrix leaves a positive
semidefinite matrix. -/
theorem shifted_posSemidef {A : Matrix V V ℝ} (hA : A.IsHermitian)
    (hm : IsLowestLevel A m) : (A - m • (1 : Matrix V V ℝ)).PosSemidef := by
  have hB : (A - m • (1 : Matrix V V ℝ)).IsHermitian := by
    rw [Matrix.IsHermitian, conjTranspose_sub, conjTranspose_smul, conjTranspose_one,
      hA.eq, star_trivial]
  rw [hB.posSemidef_iff_eigenvalues_nonneg]
  intro i
  have h := hB.mulVec_eigenvectorBasis i
  have hv : (hB.eigenvectorBasis i).ofLp ≠ 0 := by
    intro h0
    apply hB.eigenvectorBasis.orthonormal.ne_zero i
    ext j
    exact congrFun h0 j
  -- an eigenvector of the shifted matrix is an eigenvector of `A`
  have hle : m ≤ hB.eigenvalues i + m := by
    refine hm.2 ⟨_, hv, ?_⟩
    simp only [sub_mulVec, smul_mulVec, one_mulVec] at h
    rw [add_smul, ← h, sub_add_cancel]
  show (0 : ℝ) ≤ hB.eigenvalues i
  linarith
```

The proof turns on `posSemidef_iff_eigenvalues_nonneg`, which reduces positivity on all vectors to a check on a finite list of eigenvalues. For a Hermitian matrix, here `hB`, Mathlib provides `hB.eigenvalues` and an orthonormal basis `hB.eigenvectorBasis`, both indexed by the sites. The basis vectors live in Euclidean space, and `.ofLp` turns them into the plain functions that `IsLowestLevel` speaks of.

The eigenvalues supplied this way belong to the shifted matrix, while the hypothesis concerns A. The step `hle` connects the two. If (A − m)y = λy with y ≠ 0, then Ay = (λ + m)y, so λ + m is an eigenvalue of A. The second half of the hypothesis, `hm.2`, says that no such value lies below m. Hence m ≤ λ + m, and λ ≥ 0.

## Counting contacts

The adjacency matrix is symmetric because being neighbours is a symmetric relation.

```lean
omit [Fintype V] [DecidableEq V] in
/-- The real adjacency matrix of a graph is Hermitian. -/
theorem adjMatrix_isHermitian (G : SimpleGraph V) [DecidableRel G.Adj] :
    (G.adjMatrix ℝ).IsHermitian :=
  Matrix.IsHermitian.ext fun i j => by
    simp [SimpleGraph.adjMatrix_apply, G.adj_comm i j]
```

Regularity enters as `IsRegularOfDegree d`: every site has degree d. The graph need not be connected.

```lean
omit [DecidableEq V] in
/-- Every row of the adjacency matrix of a `d`-regular graph sums to `d`. -/
theorem row_sum (hG : G.IsRegularOfDegree d) (v : V) :
    ∑ j, G.adjMatrix ℝ v j = d := by
  have h := SimpleGraph.adjMatrix_mulVec_const_apply (G := G) (α := ℝ) (a := 1) (v := v)
  simp only [mulVec, dotProduct, Function.const_apply, mul_one, hG.degree_eq v] at h
  exact h
```

The next lemma is the double count Σ c(v) = d s. It writes c(v) as a sum of matrix entries over the particles, and `Finset.sum_comm` exchanges the sum over sites with the sum over particles.

```lean
omit [DecidableEq V] in
/-- On a `d`-regular graph, the number of occupied neighbours, summed over all sites, is `d` times
the number of particles. -/
theorem sum_contacts (hG : G.IsRegularOfDegree d) (S : Finset V) :
    ∑ v, (contacts G S v : ℝ) = d * S.card := by
  have h : ∀ v, (contacts G S v : ℝ) = ∑ u ∈ S, G.adjMatrix ℝ u v := by
    intro v
    simp [contacts, SimpleGraph.adjMatrix_apply, Finset.sum_boole, G.adj_comm v]
  simp_rw [h]
  rw [Finset.sum_comm, Finset.sum_congr rfl fun u _ => row_sum hG u]
  simp [mul_comm]
```

The action of A − m on the fluctuation holds for every configuration, hard-core or not, and for every real m.

```lean
/-- On a `d`-regular graph, the action of the shifted adjacency matrix on the density fluctuation is
given explicitly by the fluctuation itself and the number of occupied neighbours of each site. -/
theorem shifted_mulVec (hG : G.IsRegularOfDegree d) (m : ℝ) (S : Finset V) (v : V) :
    ((G.adjMatrix ℝ - m • (1 : Matrix V V ℝ)) *ᵥ fluctuation S) v =
      Fintype.card V * contacts G S v - S.card * d - m * fluctuation S v := by
  have hk : ∑ j, G.adjMatrix ℝ v j * (if j ∈ S then 1 else 0) = (contacts G S v : ℝ) := by
    simp only [mul_ite, mul_one, mul_zero, Finset.sum_ite_mem, Finset.univ_inter]
    simp [contacts, SimpleGraph.adjMatrix_apply, Finset.sum_boole]
  have hA : (G.adjMatrix ℝ *ᵥ fluctuation S) v =
      Fintype.card V * contacts G S v - S.card * d := by
    rw [← hk, ← row_sum hG v, Finset.mul_sum, Finset.mul_sum, ← Finset.sum_sub_distrib]
    simp only [mulVec, dotProduct, fluctuation]
    exact Finset.sum_congr rfl fun _ _ => by ring
  simp only [sub_mulVec, smul_mulVec, one_mulVec, Pi.sub_apply, Pi.smul_apply,
    smul_eq_mul, hA]
```

The hard-core condition enters in the closed form of the quadratic form. Where the derivation by hand used Σ x(v) = 0, the Lean proof works site by site. The step `hterm` writes each summand as a multiple of the occupation, plus a multiple of c(v), plus a constant, treating occupied and empty sites separately. Summation then needs only the particle number and the double count.

```lean
/-- For a hard-core configuration on a `d`-regular graph, the quadratic form of the shifted
adjacency matrix at the density fluctuation has a closed form in the particle number. -/
theorem fluctuation_energy (hG : G.IsRegularOfDegree d) (hS : IsHardCore G S) (m : ℝ) :
    fluctuation S ⬝ᵥ ((G.adjMatrix ℝ - m • (1 : Matrix V V ℝ)) *ᵥ fluctuation S) =
      Fintype.card V * S.card * (-(Fintype.card V * m) - S.card * (d - m)) := by
  set n : ℝ := (Fintype.card V : ℝ) with hn
  set s : ℝ := (S.card : ℝ) with hs
  have ho : ∑ v : V, (if v ∈ S then (1 : ℝ) else 0) = s := by simp [hs]
  have hterm : ∀ v, fluctuation S v *
      ((G.adjMatrix ℝ - m • (1 : Matrix V V ℝ)) *ᵥ fluctuation S) v =
      (-(n * s * d) - m * n ^ 2 + 2 * n * m * s) * (if v ∈ S then (1 : ℝ) else 0)
        + (-(s * n)) * (contacts G S v : ℝ) + (s ^ 2 * d - m * s ^ 2) := by
    intro v
    rw [shifted_mulVec hG]
    by_cases hv : v ∈ S
    · -- an occupied site has no occupied neighbour
      have h0 : contacts G S v = 0 := by
        rw [contacts, Finset.card_eq_zero, Finset.filter_eq_empty_iff]
        exact fun u hu => hS v hv u hu
      simp only [fluctuation, hv, if_true, h0, Nat.cast_zero, ← hn, ← hs]
      ring
    · simp only [fluctuation, hv, if_false, ← hn, ← hs]
      ring
  rw [dotProduct, Finset.sum_congr rfl fun v _ => hterm v, Finset.sum_add_distrib,
    Finset.sum_add_distrib, ← Finset.mul_sum, ← Finset.mul_sum, ho, sum_contacts hG,
    Finset.sum_const, Finset.card_univ, nsmul_eq_mul, ← hn, ← hs]
  ring
```

## The bound and the filling fraction

The main theorem combines positivity with this identity. For a nonempty configuration, `mul_nonneg_iff_of_pos_left` removes the positive factor n s. The empty configuration is handled through a diagonal entry of A − m, as with the unit vector above. The theorem includes d = 0, where m = 0 and both sides vanish.

```lean
/-- **Hoffman ratio bound**: on a `d`-regular graph with `n` sites and lowest adjacency
eigenvalue `m`, a hard-core configuration of `s` particles obeys `s (d - m) ≤ -n m`. -/
theorem hoffman_bound (hG : G.IsRegularOfDegree d)
    (hm : IsLowestLevel (G.adjMatrix ℝ) m) (hS : IsHardCore G S) :
    (S.card : ℝ) * (d - m) ≤ -(Fintype.card V * m) := by
  have hp := shifted_posSemidef (adjMatrix_isHermitian G) hm
  obtain ⟨x, hx, -⟩ := hm.1
  obtain ⟨v, -⟩ := Function.ne_iff.mp hx
  have hn : (0 : ℝ) < Fintype.card V := by exact_mod_cast Fintype.card_pos_iff.mpr ⟨v⟩
  rcases S.eq_empty_or_nonempty with rfl | hne
  · -- without particles the claim is `m ≤ 0`, read off from the zero diagonal
    have h : 0 ≤ (G.adjMatrix ℝ - m • (1 : Matrix V V ℝ)) v v := hp.diag_nonneg
    have hm0 : m ≤ 0 := by simpa using h
    simp only [Finset.card_empty, Nat.cast_zero, zero_mul]
    nlinarith
  · have hs : (0 : ℝ) < S.card := by exact_mod_cast hne.card_pos
    have h := hp.dotProduct_mulVec_nonneg (fluctuation S)
    rw [star_trivial, fluctuation_energy hG hS] at h
    have := (mul_nonneg_iff_of_pos_left (mul_pos hn hs)).mp h
    linarith
```

The density form assumes d ≥ 1. The proof obtains m ≤ 0 by applying the main theorem to the empty configuration, so d − m is positive and the fractions can be cross-multiplied.

```lean
/-- On a `d`-regular graph with `d ≥ 1` and lowest adjacency eigenvalue `m`, the filling fraction of
a hard-core lattice gas is at most `-m / (d - m)`. -/
theorem filling_le (hG : G.IsRegularOfDegree d) (hd : 1 ≤ d)
    (hm : IsLowestLevel (G.adjMatrix ℝ) m) (hS : IsHardCore G S) :
    (S.card : ℝ) / Fintype.card V ≤ -m / (d - m) := by
  obtain ⟨x, hx, -⟩ := hm.1
  obtain ⟨v, -⟩ := Function.ne_iff.mp hx
  have hn : (0 : ℝ) < Fintype.card V := by exact_mod_cast Fintype.card_pos_iff.mpr ⟨v⟩
  have hd' : (1 : ℝ) ≤ d := by exact_mod_cast hd
  have h0 := hoffman_bound (S := ∅) hG hm (by simp [IsHardCore])
  simp only [Finset.card_empty, Nat.cast_zero, zero_mul] at h0
  have hm0 : m ≤ 0 := by
    by_contra hc
    have := mul_pos hn (not_le.mp hc)
    linarith
  rw [div_le_div_iff₀ hn (by linarith)]
  linarith [hoffman_bound hG hm hS]
```

## When the bound is saturated

The equality criterion follows the two directions of the derivation. In the forward direction, `dotProduct_mulVec_zero_iff` turns a vanishing quadratic form into a kernel equation, which is then read at one empty site. In the reverse direction, `hk` records c(v) on occupied and empty sites in a single formula, which is summed and compared with the double count.

```lean
/-- On a `d`-regular graph with lowest adjacency eigenvalue `m`, a hard-core configuration saturates
the ratio bound exactly when every empty site has `-m` occupied neighbours. -/
theorem saturated_iff (hG : G.IsRegularOfDegree d)
    (hm : IsLowestLevel (G.adjMatrix ℝ) m) (hS : IsHardCore G S) :
    (S.card : ℝ) * (d - m) = -(Fintype.card V * m) ↔
      ∀ v ∉ S, (contacts G S v : ℝ) = -m := by
  constructor
  · intro h v hv
    have hp := shifted_posSemidef (adjMatrix_isHermitian G) hm
    have hn : (Fintype.card V : ℝ) ≠ 0 := by
      exact_mod_cast (Fintype.card_pos_iff.mpr ⟨v⟩).ne'
    -- a zero of the semidefinite form lies in the kernel
    have hk := (hp.dotProduct_mulVec_zero_iff (fluctuation S)).mp (by
      rw [star_trivial, fluctuation_energy hG hS, h]; ring)
    have hkv := congrFun hk v
    rw [shifted_mulVec hG] at hkv
    simp only [fluctuation, hv, if_false, Pi.zero_apply] at hkv
    apply mul_left_cancel₀ hn
    linarith
  · intro h
    have hk : ∀ v, (contacts G S v : ℝ) = -m + m * (if v ∈ S then 1 else 0) := by
      intro v
      by_cases hv : v ∈ S
      · have h0 : contacts G S v = 0 := by
          rw [contacts, Finset.card_eq_zero, Finset.filter_eq_empty_iff]
          exact fun u hu => hS v hv u hu
        simp [hv, h0]
      · simp [hv, h v hv]
    have hc := sum_contacts hG S
    rw [Finset.sum_congr rfl fun v _ => hk v, Finset.sum_add_distrib, ← Finset.mul_sum] at hc
    simp at hc
    linarith

end

end HoffmanRatioBound
```

```lean
#print axioms HoffmanRatioBound.hoffman_bound
#print axioms HoffmanRatioBound.filling_le
#print axioms HoffmanRatioBound.saturated_iff
```

```
'HoffmanRatioBound.hoffman_bound' depends on axioms: [propext, Classical.choice, Quot.sound]
'HoffmanRatioBound.filling_le' depends on axioms: [propext, Classical.choice, Quot.sound]
'HoffmanRatioBound.saturated_iff' depends on axioms: [propext, Classical.choice, Quot.sound]
```

The criterion describes saturating configurations without asserting that one exists. Simple graphs also exclude double bonds, such as those produced when a periodic lattice is only two sites long in some direction and both bonds are counted.

## Using the bound in a lattice calculation

On a periodic triangular lattice whose two side lengths are equal and divisible by 3, d = 6 and the hopping band has its minimum at m = −3. The bound gives a filling of at most 3/9 = 1/3. Occupying one of the three sublattices reaches it, and each empty site then has exactly three occupied neighbours, as the criterion requires. A run that stalls at 30 per cent on this lattice is therefore below close packing.

The bound need not be an integer. A ring of five sites has d = 2 and m = 2 cos(4π/5) ≈ −1.618, which gives s ≤ 2.236. At most two particles fit, and two can indeed be placed, although the inequality itself is not saturated.

For a general regular graph with d ≥ 1, a program diagonalises A, takes the smallest eigenvalue and rounds −n m/(d − m) down to an integer. Two numerical points matter:

- Rounding error can push an exact integer slightly below itself, so a small tolerance should be added before rounding down.
- The bound tightens as m rises towards zero. An unconverged Lanczos value, which in exact arithmetic lies at or above the true lowest eigenvalue, can therefore give a limit that is too strict. A guaranteed lower estimate of m gives a weaker but still valid limit.

With m under control, the integer also serves as a check on a simulation: a configuration reported with more particles must violate the exclusion rule or have been miscounted.
